# A core density lowers the Wigner correlation potential by a bounded amount

Let \(a,b,k>0\). At electron density \(n>0\), put \(r(n)=k\,n^{-1/3}\) and take the Wigner correlation energy per volume \(e(n)=-a\,n/(b+r(n))\). The correlation potential is its derivative,

\[
v(n)=e'(n)=-\frac{a\,\bigl(3b+4r(n)\bigr)}{3\,\bigl(b+r(n)\bigr)^2}.
\]

It decreases strictly with \(n\) and lies strictly between \(-a/b\) and \(0\). For every core density \(c>0\),

\[
0<v(n)-v(n+c)<\frac ab ,
\]

and no smaller constant than \(a/b\) works for all positive densities.

With \(k=(3/4\pi)^{1/3}\), \(r\) is the Wigner–Seitz radius. The constant \(a\) sets the dilute energy per electron, which approaches \(-a/r\); \(b\) keeps the energy per electron finite at high density, where it approaches \(-a/b\).

## Valence-only and core-corrected potentials

A pseudopotential code with a nonlinear core correction evaluates the exchange–correlation functional at valence plus core density, often using a smoothed partial core density. For the spin-unpolarised, local Wigner functional, the bound gives a check at each grid point where both densities are positive: at fixed valence density, switching on the core must lower the correlation potential, by less than \(a/b\). A violation beyond rounding error signals a mistake, for example a wrong sign or unit.

The energy densities don't simply add: \(e(n+c)<e(n)+e(c)\). Summing separately evaluated core and valence terms therefore gives a correlation energy too small in magnitude wherever both densities are positive.

## From the quotient rule to the bounds

Since \(r'(n)=-r/(3n)\), the quotient rule gives

\[
v=-\frac{a}{b+r}+\frac{a\,n\,r'}{(b+r)^2}
=-\frac{a}{b+r}-\frac{a\,r}{3(b+r)^2},
\]

which is the closed form over a common denominator.

**Monotonicity.** Let \(n<m\), with radii \(t=r(n)\) and \(s=r(m)\), so \(s<t\). After clearing denominators, \(v(m)<v(n)\) says that

\[
\begin{aligned}
&3a\bigl[(3b+4s)(b+t)^2-(3b+4t)(b+s)^2\bigr]\\
&\quad=3a(t-s)\bigl[(b+s)t+(b+t)s+2(b+s)(b+t)\bigr]
\end{aligned}
\]

is positive, and every factor is.

**Range.** Clearly \(v<0\). The lower bound \(v>-a/b\) follows from \(3(b+s)^2-b(3b+4s)=2bs+3s^2>0\). Hence \(v(n)-v(n+c)<0-(-a/b)=a/b\), and monotonicity makes the difference positive.

**The limiting case.** The shift approaches \(a/b\) when a dilute valence density meets a dense core. At a small radius \(s\) the potential is below \(-a/b+as/b^2\); at a large radius \(t\) it is above \(-4a/(3t)\). Given \(\varepsilon>0\), choose \(s=\varepsilon b^2/(2a)\) and \(t=s+8a/(3\varepsilon)\). Each error is then at most \(\varepsilon/2\), the second strictly less, so the shift exceeds \(a/b-\varepsilon\). The densities \((k/t)^3\) and \((k/s)^3\) realise these radii.

**Energy.** The energy per electron, \(-a/(b+r)\), falls as density rises. Evaluating the \(n\) and \(c\) electrons at the total density \(n+c\) therefore lowers both contributions, which gives the strict inequality for \(e\).

## The Lean file

```lean
import Mathlib

open Set

namespace WignerCoreCorrection

noncomputable section

/-- The density-dependent radius `s = k n^(-1/3)`. -/
def radius (k n : ℝ) : ℝ := k * n ^ (-(1 / 3) : ℝ)

/-- The Wigner correlation energy per volume, `e(n) = -a n / (b + s)` with `s = radius k n`. -/
def energyDensity (a b k n : ℝ) : ℝ := -a * n / (b + radius k n)

/-- The correlation potential, the derivative of the energy density with respect to density. -/
def potential (a b k n : ℝ) : ℝ := deriv (energyDensity a b k) n

/-- The radius is positive at positive density. -/
theorem radius_pos {k n : ℝ} (hk : 0 < k) (hn : 0 < n) : 0 < radius k n :=
  mul_pos hk (Real.rpow_pos_of_pos hn _)

/-- The radius shrinks strictly when the density grows. -/
theorem radius_lt {k n m : ℝ} (hk : 0 < k) (hn : 0 < n) (hnm : n < m) :
    radius k m < radius k n :=
  mul_lt_mul_of_pos_left (Real.rpow_lt_rpow_of_neg hn hnm (by norm_num)) hk

/-- Every positive radius `s` is realised by the density `(k/s)^3`. -/
theorem radius_of_density {k s : ℝ} (hk : 0 < k) (hs : 0 < s) :
    radius k ((k / s) ^ 3) = s := by
  have ht : 0 < k / s := div_pos hk hs
  have h : ((k / s) ^ 3) ^ (-(1 / 3) : ℝ) = (k / s)⁻¹ := by
    rw [← Real.rpow_natCast (k / s) 3, ← Real.rpow_mul ht.le,
      show ((3 : ℕ) : ℝ) * (-(1 / 3) : ℝ) = -1 by norm_num, Real.rpow_neg_one]
  unfold radius
  rw [h, inv_div]
  exact mul_div_cancel₀ s hk.ne' |> fun _ => by field_simp

/-- The Wigner correlation potential in closed form, `e'(n) = -a (3b + 4s) / (3 (b + s)^2)` with `s
= radius k n`. -/
theorem potential_eq {a b k n : ℝ} (hb : 0 < b) (hk : 0 < k) (hn : 0 < n) :
    potential a b k n =
      -a * (3 * b + 4 * radius k n) / (3 * (b + radius k n) ^ 2) := by
  have hs := radius_pos hk hn
  have hne : b + radius k n ≠ 0 := by positivity
  -- the radius obeys s' = -s / (3n)
  have hr : HasDerivAt (fun x => radius k x) (-radius k n / (3 * n)) n := by
    refine ((Real.hasDerivAt_rpow_const (p := (-(1 / 3) : ℝ))
      (Or.inl hn.ne')).const_mul k).congr_deriv ?_
    rw [Real.rpow_sub_one hn.ne']
    unfold radius
    ring
  have h1 : HasDerivAt (fun x : ℝ => -a * x) (-a) n :=
    ((hasDerivAt_id' n).const_mul (-a)).congr_deriv (mul_one _)
  have h2 : HasDerivAt (fun x => b + radius k x) (-radius k n / (3 * n)) n :=
    hr.const_add b
  -- quotient rule
  have h3 : HasDerivAt (energyDensity a b k)
      (-a * (3 * b + 4 * radius k n) / (3 * (b + radius k n) ^ 2)) n := by
    refine (h1.fun_div h2 hne).congr_deriv ?_
    generalize radius k n = s at hne
    field_simp
    ring
  exact h3.deriv

/-- The correlation potential decreases strictly with density, lies between `-a/b` and `0`, and
is lowered by a positive amount less than `a/b` when a core density `c` is added. -/
theorem core_lowers_potential {a b k : ℝ} (ha : 0 < a) (hb : 0 < b) (hk : 0 < k) :
    StrictAntiOn (potential a b k) (Ioi 0) ∧
    (∀ n, 0 < n → potential a b k n ∈ Ioo (-a / b) 0) ∧
    (∀ n c, 0 < n → 0 < c →
      potential a b k n - potential a b k (n + c) ∈ Ioo 0 (a / b)) := by
  have hanti : StrictAntiOn (potential a b k) (Ioi 0) := by
    intro n hn m hm hnm
    have hn' : 0 < n := hn
    have hm' : 0 < m := hm
    rw [potential_eq hb hk hn', potential_eq hb hk hm']
    have hs := radius_pos hk hm'
    have ht := radius_pos hk hn'
    have hst := radius_lt hk hn' hnm
    generalize radius k m = s at *
    generalize radius k n = t at *
    rw [div_lt_div_iff₀ (by positivity) (by positivity)]
    -- the difference of the two sides factorises into positive terms
    have hd : 0 < t - s := sub_pos.mpr hst
    have key : 0 < 3 * a * (t - s) *
        ((b + s) * t + (b + t) * s + 2 * (b + s) * (b + t)) := by positivity
    nlinarith [key]
  have hrange : ∀ n, 0 < n → potential a b k n ∈ Ioo (-a / b) 0 := by
    intro n hn
    rw [potential_eq hb hk hn]
    have hs := radius_pos hk hn
    generalize radius k n = s at *
    constructor
    · rw [div_lt_div_iff₀ hb (by positivity)]
      have key : 0 < a * (2 * b * s + 3 * s ^ 2) := by positivity
      nlinarith [key]
    · have key : 0 < a * (3 * b + 4 * s) := by positivity
      exact div_neg_of_neg_of_pos (by linarith) (by positivity)
  refine ⟨hanti, hrange, fun n c hn hc => ?_⟩
  have hnc : 0 < n + c := add_pos hn hc
  have h1 := hanti (mem_Ioi.mpr hn) (mem_Ioi.mpr hnc) (by linarith)
  have h2 := (hrange n hn).2
  have h3 := (hrange (n + c) hnc).1
  rw [neg_div] at h3
  exact ⟨by linarith, by linarith⟩

/-- The bound `a/b` is optimal: suitable valence and core densities lower the potential by more
than `a/b - ε`, for any `ε > 0`. -/
theorem core_shift_sharp {a b k ε : ℝ} (ha : 0 < a) (hb : 0 < b) (hk : 0 < k) (hε : 0 < ε) :
    ∃ n c : ℝ, 0 < n ∧ 0 < c ∧
      a / b - ε < potential a b k n - potential a b k (n + c) := by
  -- a small radius s (dense) and a large radius t (dilute)
  obtain ⟨s, hs⟩ : ∃ s, s = ε * b ^ 2 / (2 * a) := ⟨_, rfl⟩
  obtain ⟨t, ht⟩ : ∃ t, t = s + 8 * a / (3 * ε) := ⟨_, rfl⟩
  have hs0 : 0 < s := by rw [hs]; positivity
  have hq : 0 < 8 * a / (3 * ε) := by positivity
  have hst : s < t := by linarith
  have ht0 : 0 < t := hs0.trans hst
  have hlt : (k / t) ^ 3 < (k / s) ^ 3 := by gcongr
  have hn : 0 < (k / t) ^ 3 := by positivity
  have hm : 0 < (k / s) ^ 3 := by positivity
  refine ⟨(k / t) ^ 3, (k / s) ^ 3 - (k / t) ^ 3, hn, sub_pos.mpr hlt, ?_⟩
  rw [add_sub_cancel, potential_eq hb hk hn, potential_eq hb hk hm,
    radius_of_density hk ht0, radius_of_density hk hs0]
  have dense : -a * (3 * b + 4 * s) / (3 * (b + s) ^ 2) < a * (s - b) / b ^ 2 := by
    rw [div_lt_div_iff₀ (by positivity) (by positivity)]
    have key : 0 < a * (3 * s ^ 3 + 3 * s ^ 2 * b + s * b ^ 2) := by positivity
    nlinarith [key]
  have dilute : -(4 * a) / (3 * t) < -a * (3 * b + 4 * t) / (3 * (b + t) ^ 2) := by
    rw [div_lt_div_iff₀ (by positivity) (by positivity)]
    have key : 0 < a * (12 * b ^ 2 + 15 * b * t) := by positivity
    nlinarith [key]
  have e1 : a * (s - b) / b ^ 2 = ε / 2 - a / b := by
    rw [hs]
    field_simp
  have e2 : 4 * a / (3 * t) < ε / 2 := by
    have h : 8 * a / (3 * ε) < t := by linarith
    rw [div_lt_iff₀ (by positivity)] at h
    rw [div_lt_div_iff₀ (by positivity) (by norm_num)]
    nlinarith [h]
  rw [neg_div] at dilute
  linarith

/-- The correlation energy density of core and valence together is strictly lower than the sum
of their separate correlation energy densities. -/
theorem energyDensity_add_lt {a b k n c : ℝ} (ha : 0 < a) (hb : 0 < b) (hk : 0 < k)
    (hn : 0 < n) (hc : 0 < c) :
    energyDensity a b k (n + c) < energyDensity a b k n + energyDensity a b k c := by
  -- the energy per electron is lower at the higher total density
  have key : ∀ x y : ℝ, 0 < x → x < y →
      a * x / (b + radius k x) < a * x / (b + radius k y) := by
    intro x y hx hxy
    have h1 := radius_pos hk (hx.trans hxy)
    have h2 := radius_lt hk hx hxy
    exact div_lt_div_of_pos_left (mul_pos ha hx) (by linarith) (by linarith)
  have h1 := key n (n + c) hn (by linarith)
  have h2 := key c (n + c) hc (by linarith)
  unfold energyDensity
  simp only [neg_mul, neg_div, mul_add, add_div]
  linarith

end

end WignerCoreCorrection
```

```lean
#print axioms WignerCoreCorrection.core_lowers_potential
#print axioms WignerCoreCorrection.core_shift_sharp
#print axioms WignerCoreCorrection.energyDensity_add_lt
```

```
'WignerCoreCorrection.core_lowers_potential' depends on axioms: [propext, Classical.choice, Quot.sound]
'WignerCoreCorrection.core_shift_sharp' depends on axioms: [propext, Classical.choice, Quot.sound]
'WignerCoreCorrection.energyDensity_add_lt' depends on axioms: [propext, Classical.choice, Quot.sound]
```

## What the theorems cover, and how they are proved

Densities are real numbers at one point in space. `radius` is \(r\), `energyDensity` is \(e\), and `potential` is defined as the derivative of \(e\), so the closed form `potential_eq` is proved, not assumed. In `core_lowers_potential`, `StrictAntiOn` on `Ioi 0` means strictly decreasing for positive density, and `Ioo` is an open interval. `core_shift_sharp` states optimality, and `energyDensity_add_lt` the energy inequality.

`radius_pos` and `radius_lt` supply the sign and ordering of the radii, and `radius_of_density` inverts the radius formula for the sharpness argument. `potential_eq` follows the quotient rule above.

In `core_lowers_potential`, monotonicity and the lower bound \(-a/b\) turn on `generalize`. It replaces `radius k n` by a plain real variable, keeping only facts such as \(0<s<t\), so the fractional power disappears. `div_lt_div_iff₀` then clears denominators, and `key` states that the factorised difference is positive; `nlinarith` only has to match it to the goal.

The results concern exact real arithmetic and strictly positive densities, so a code needs its own rule at zero density. They do not cover exchange, spin polarisation, gradient corrections or the self-consistent response of the valence density to the core.
